# A state with nonnegative energies of mean $m$ can have $|S(t)| < \cos(mt)$ before $mt = \pi/2$

A state with probabilities $p_j$ on finitely many energies $E_j$ has, in units with $\hbar = 1$, the survival amplitude $S(t) = \sum_j p_j e^{-iE_jt}$ and the mean energy $m = \sum_j p_jE_j$. The Lean file below refutes the proposed bound $|S(t)| \ge \cos(mt)$ for $E_j \ge 0$, $t \ge 0$ and $mt \le \pi/2$, and proves the weaker bound $|S(t)| \ge 1 - mt$ for nonnegative energies.

```lean
import Mathlib

open Real

namespace MeanEnergyCosineBound

noncomputable section

/-- The survival amplitude `S(t) = ∑ p_j exp(-i E_j t)` of a state with weights `p_j` on
energies `E_j`, in units with `ħ = 1`. -/
def survivalAmplitude {ι : Type*} [Fintype ι] (p E : ι → ℝ) (t : ℝ) : ℂ :=
  ∑ j, (p j : ℂ) * Complex.exp (((-(E j * t) : ℝ) : ℂ) * Complex.I)

/-- The mean energy `∑ p_j E_j`. -/
def meanEnergy {ι : Type*} [Fintype ι] (p E : ι → ℝ) : ℝ :=
  ∑ j, p j * E j

/-- A two-level state with weight `q` on the upper level `ε` and the rest on the level `0`
has mean energy `q ε`. -/
theorem meanEnergy_two_level (q ε : ℝ) :
    meanEnergy ![1 - q, q] ![0, ε] = q * ε := by
  simp [meanEnergy, Fin.sum_univ_two]

/-- At half the oscillation period, `t = π / ε`, the survival amplitude of the two-level state
is `1 - 2 q`. -/
theorem survivalAmplitude_half_period (q : ℝ) {ε : ℝ} (hε : ε ≠ 0) :
    survivalAmplitude ![1 - q, q] ![0, ε] (π / ε) = ((1 - 2 * q : ℝ) : ℂ) := by
  have ht : ε * (π / ε) = π := by field_simp
  -- the upper level has acquired the phase factor -1
  have h : Complex.exp (((-π : ℝ) : ℂ) * Complex.I) = -1 := by
    rw [Complex.ofReal_neg, neg_mul, Complex.exp_neg, Complex.exp_pi_mul_I]
    norm_num
  unfold survivalAmplitude
  rw [Fin.sum_univ_two]
  simp only [Matrix.cons_val_zero, Matrix.cons_val_one, Matrix.cons_val_fin_one]
  rw [ht, h]
  simp only [zero_mul, neg_zero, Complex.ofReal_zero, Complex.exp_zero]
  push_cast
  ring

/-- Between `0` and `π / 2` the cosine lies strictly above its chord. -/
theorem chord_lt_cos {q : ℝ} (h0 : 0 < q) (h1 : q < 1 / 2) :
    1 - 2 * q < cos (q * π) := by
  have hπ := Real.pi_pos
  have h := Real.mul_lt_sin (x := π / 2 - q * π) (by nlinarith) (by nlinarith)
  rw [Real.sin_pi_div_two_sub] at h
  have e : 2 / π * (π / 2 - q * π) = 1 - 2 * q := by
    field_simp
  linarith

/-- For every upper-level weight `0 < q < 1/2` and every gap `ε > 0`, at `t = π / ε` the product
of mean energy and time is below `π / 2` and the modulus of the survival amplitude is strictly
below the cosine of that product. -/
theorem cosine_bound_fails {q ε : ℝ} (h0 : 0 < q) (h1 : q < 1 / 2) (hε : 0 < ε) :
    meanEnergy ![1 - q, q] ![0, ε] * (π / ε) < π / 2 ∧
    ‖survivalAmplitude ![1 - q, q] ![0, ε] (π / ε)‖
      < cos (meanEnergy ![1 - q, q] ![0, ε] * (π / ε)) := by
  have hm : meanEnergy ![1 - q, q] ![0, ε] * (π / ε) = q * π := by
    rw [meanEnergy_two_level]
    field_simp
  rw [hm, survivalAmplitude_half_period q hε.ne', Complex.norm_real, Real.norm_eq_abs,
    abs_of_nonneg (by linarith)]
  exact ⟨by nlinarith [Real.pi_pos], chord_lt_cos h0 h1⟩

/-- Weights `3/4, 1/4` on energies `0, 1` have mean energy `1/4`; at `t = π` the survival
amplitude has modulus `1/2`, which is below `cos (π / 4)`. -/
theorem explicit_counterexample :
    meanEnergy ![3 / 4, 1 / 4] ![0, 1] = 1 / 4 ∧
    ‖survivalAmplitude ![3 / 4, 1 / 4] ![0, 1] π‖ = 1 / 2 ∧
    (1 / 2 : ℝ) < cos (π / 4) := by
  have hw : (3 / 4 : ℝ) = 1 - 1 / 4 := by norm_num
  refine ⟨?_, ?_, ?_⟩
  · rw [hw, meanEnergy_two_level, mul_one]
  · have h := survivalAmplitude_half_period (1 / 4) (one_ne_zero (α := ℝ))
    rw [div_one π] at h
    rw [hw, h, Complex.norm_real, Real.norm_eq_abs, abs_of_nonneg (by norm_num)]
    norm_num
  · have h := chord_lt_cos (q := 1 / 4) (by norm_num) (by norm_num)
    have e : (1 / 4 : ℝ) * π = π / 4 := by ring
    rw [e] at h
    linarith

/-- The bound `|S(t)| ≥ cos (m t)` for `m t ≤ π / 2` is not valid for all two-level states with
nonnegative energies of mean `m`. -/
theorem not_cosine_bound :
    ¬ ∀ (p E : Fin 2 → ℝ) (t : ℝ), (∀ j, 0 ≤ p j) → ∑ j, p j = 1 → (∀ j, 0 ≤ E j) →
      0 ≤ t → meanEnergy p E * t ≤ π / 2 →
      cos (meanEnergy p E * t) ≤ ‖survivalAmplitude p E t‖ := by
  intro H
  obtain ⟨hm, hS, hc⟩ := explicit_counterexample
  have h := H ![3 / 4, 1 / 4] ![0, 1] π
    (by intro j; fin_cases j <;> norm_num)
    (by rw [Fin.sum_univ_two]; norm_num)
    (by intro j; fin_cases j <;> norm_num)
    Real.pi_pos.le
    (by rw [hm]; linarith [Real.pi_pos])
  have e : (1 / 4 : ℝ) * π = π / 4 := by ring
  rw [hm, hS, e] at h
  linarith

/-- Any lower bound on `|S(t)|` that depends only on `x = m t` and holds for all two-level states
with energies `0` and `ε ≥ 0` is at most `1 - 2 x / π` for `0 ≤ x ≤ π / 2`. -/
theorem universal_bound_le_chord (f : ℝ → ℝ)
    (hf : ∀ q ε t : ℝ, 0 ≤ q → q ≤ 1 → 0 ≤ ε → 0 ≤ t →
      f (meanEnergy ![1 - q, q] ![0, ε] * t) ≤ ‖survivalAmplitude ![1 - q, q] ![0, ε] t‖)
    {x : ℝ} (h0 : 0 ≤ x) (h1 : x ≤ π / 2) :
    f x ≤ 1 - 2 * x / π := by
  have hπ := Real.pi_pos
  have hq0 : 0 ≤ x / π := by positivity
  have hq1 : x / π ≤ 1 / 2 := by
    rw [div_le_iff₀ hπ]
    linarith
  -- test the bound on the state with upper-level weight x / π at half period
  have h := hf (x / π) 1 (π / 1) hq0 (by linarith) zero_le_one (by positivity)
  have e : x / π * 1 * (π / 1) = x := by field_simp
  rw [survivalAmplitude_half_period (x / π) one_ne_zero, meanEnergy_two_level, e,
    Complex.norm_real, Real.norm_eq_abs, abs_of_nonneg (by linarith)] at h
  have e2 : 2 * x / π = 2 * (x / π) := by ring
  rw [e2]
  exact h

/-- For any finite set of nonnegative energies with mean `m` and any `t ≥ 0`, the survival
amplitude satisfies `|S(t)| ≥ 1 - m t`. -/
theorem linear_bound {ι : Type*} [Fintype ι] (p E : ι → ℝ) (hp : ∀ j, 0 ≤ p j)
    (hsum : ∑ j, p j = 1) (hE : ∀ j, 0 ≤ E j) {t : ℝ} (ht : 0 ≤ t) :
    1 - meanEnergy p E * t ≤ ‖survivalAmplitude p E t‖ := by
  have hcos : ∀ x : ℝ, 0 ≤ x → 1 - x ≤ cos x := by
    intro x hx
    rcases le_total x 2 with h | h
    · nlinarith [Real.one_sub_sq_div_two_le_cos (x := x)]
    · linarith [Real.neg_one_le_cos x]
  have hre : (survivalAmplitude p E t).re = ∑ j, p j * cos (E j * t) := by
    unfold survivalAmplitude
    rw [Complex.re_sum]
    refine Finset.sum_congr rfl fun j _ => ?_
    rw [Complex.re_ofReal_mul, Complex.exp_ofReal_mul_I_re, Real.cos_neg]
  -- average the pointwise inequality over the energy distribution
  calc 1 - meanEnergy p E * t = ∑ j, p j * (1 - E j * t) := by
        simp only [meanEnergy, mul_sub, mul_one, Finset.sum_sub_distrib, hsum,
          Finset.sum_mul, mul_assoc]
    _ ≤ ∑ j, p j * cos (E j * t) :=
        Finset.sum_le_sum fun j _ =>
          mul_le_mul_of_nonneg_left (hcos _ (mul_nonneg (hE j) ht)) (hp j)
    _ = (survivalAmplitude p E t).re := hre.symm
    _ ≤ ‖survivalAmplitude p E t‖ := (le_abs_self _).trans (Complex.abs_re_le_norm _)

end

end MeanEnergyCosineBound
```

```lean
#print axioms MeanEnergyCosineBound.meanEnergy_two_level
#print axioms MeanEnergyCosineBound.not_cosine_bound
#print axioms MeanEnergyCosineBound.universal_bound_le_chord
#print axioms MeanEnergyCosineBound.linear_bound
```

```
'MeanEnergyCosineBound.meanEnergy_two_level' depends on axioms: [propext, Classical.choice, Quot.sound]
'MeanEnergyCosineBound.not_cosine_bound' depends on axioms: [propext, Classical.choice, Quot.sound]
'MeanEnergyCosineBound.universal_bound_le_chord' depends on axioms: [propext, Classical.choice, Quot.sound]
'MeanEnergyCosineBound.linear_bound' depends on axioms: [propext, Classical.choice, Quot.sound]
```

## Weights, energies and the survival amplitude in Lean

Let a normalised state be expanded in orthonormal energy eigenstates, $|\psi\rangle = \sum_j c_j|j\rangle$, with a time-independent Hamiltonian $H$ and $H|j\rangle = E_j|j\rangle$. Its overlap with its own time evolution is

$$
S(t) = \langle\psi|e^{-iHt}|\psi\rangle = \sum_j |c_j|^2 e^{-iE_jt},
$$

so only the weights $p_j = |c_j|^2$ and the energies matter. The file starts from this last expression. `survivalAmplitude p E t` is the complex number $S(t)$, `meanEnergy p E` is the real number $m$, and the double bars around the amplitude are the complex modulus. The squared modulus is the probability of finding the system in its initial state at time $t$. There is no Hilbert space or Hamiltonian in the file, and the identification of $p_j$ with $|c_j|^2$ belongs to the reading, not to the code.

The two definitions accept arbitrary real functions `p` and `E`. That the weights are nonnegative and sum to one is a hypothesis of the theorems that need it. The index type `ι` is finite, so continuous spectra and infinite sequences of levels are not covered. Repeated energies are allowed.

The condition $E_j \ge 0$ fixes the zero of energy at or below every level in the list. This matters because a common shift of all energies multiplies $S(t)$ by a phase and leaves $|S(t)|$ alone, whereas it changes $m$. In the two-level examples of the Lean file the lower level sits exactly at zero, so that $m$ is the mean energy above the ground level.

The notation `![1 - q, q]` lists the weights of a two-level state and `![0, ε]` lists its energies. Here $q$ is the weight on the upper level and $\varepsilon$ is the gap.

## What the theorems say

The central statement is `not_cosine_bound`. It takes the full proposal for two levels, with nonnegative weights of sum one, nonnegative energies, $t \ge 0$ and $mt \le \pi/2$, and denies that $\cos(mt) \le |S(t)|$ always follows. A proposal made for all finite spectra contains the two-level case and falls with it.

The numbers behind the refutation are in `explicit_counterexample`: weights $3/4$ and $1/4$ on energies $0$ and $1$ give $m = 1/4$, $|S(\pi)| = 1/2$ and $1/2 < \cos(\pi/4)$.

The failure is not special to these numbers. According to `cosine_bound_fails`, every upper-level weight $0 < q < 1/2$ and every gap $\varepsilon > 0$ violate the bound at $t = \pi/\varepsilon$, where $mt$ is still below $\pi/2$.

Two further theorems restrict and supply replacements. Suppose that a function $f$ satisfies $f(mt) \le |S(t)|$ for all two-level states with energies $0$ and $\varepsilon \ge 0$ and all $t \ge 0$. Then `universal_bound_le_chord` gives

$$
f(x) \le 1 - \frac{2x}{\pi} \qquad \text{for } 0 \le x \le \frac{\pi}{2}.
$$

In the other direction, `linear_bound` states that $|S(t)| \ge 1 - mt$ for every finite set of nonnegative energies and every $t \ge 0$. Applied to two levels, it shows that $f(x) = 1 - x$ is a function of the kind just described.

## Mean energy and the speed of evolution

The proposal has the shape of the Mandelstam–Tamm bound $|S(t)| \ge \cos(\Delta E\,t)$ for $0 \le \Delta E\,t \le \pi/2$, with the mean energy in place of the standard deviation $\Delta E$. If it were true, a system with $m > 0$ could not reach a state orthogonal to its initial state before $t = \pi/(2m)$. With $m$ measured from the ground level, that time is the Margolus–Levitin limit, and the counterexample does not contradict it: what fails is the cosine as a bound on the amplitude at earlier times. From `linear_bound` one gets only the shorter time $1/m$ when $m > 0$, because $1 - mt$ is positive for $t < 1/m$.

For a state with finitely many levels and a time-independent Hamiltonian, the linear bound therefore limits how fast the survival probability can fall when only the mean energy above the ground level is known.

The two-level state also shows where the cosine goes wrong. Let a small weight $q$ sit on the upper level. After half an oscillation period its phase factor is $-1$, and the amplitude has dropped by $2q$, which is first order in $q$. The mean energy is small as well, with $mt = q\pi$, but the cosine falls below one only at second order in $q$. It promises more survival than the state delivers.

## The two-level state at half its period

For weights $1-q$ and $q$ on energies $0$ and $\varepsilon$, the mean energy is

$$
m = (1-q)\cdot 0 + q\,\varepsilon = q\varepsilon,
$$

which is `meanEnergy_two_level`. The amplitude is

$$
S(t) = (1-q) + q\,e^{-i\varepsilon t}.
$$

At $t = \pi/\varepsilon$ the exponential equals $e^{-i\pi} = -1$, so

$$
S(\pi/\varepsilon) = (1-q) - q = 1 - 2q, \qquad mt = q\varepsilon\cdot\frac{\pi}{\varepsilon} = q\pi .
$$

The lemma `survivalAmplitude_half_period` follows the same route. It first simplifies $\varepsilon(\pi/\varepsilon)$ to $\pi$, then evaluates the exponential with `Complex.exp_pi_mul_I`, and finally expands the two-term sum.

It remains to compare $1-2q$ with $\cos(q\pi)$. Jordan's inequality says that $\sin y > 2y/\pi$ for $0 < y < \pi/2$. For $0 < q < 1/2$ the angle $y = \pi/2 - q\pi$ lies in this range, and

$$
\cos(q\pi) = \sin\!\left(\frac{\pi}{2} - q\pi\right) > \frac{2}{\pi}\left(\frac{\pi}{2} - q\pi\right) = 1 - 2q .
$$

This is `chord_lt_cos`, with `Real.mul_lt_sin` as Jordan's inequality. Geometrically, the graph of the cosine lies above the straight line that joins its values at $0$ and $\pi/2$. At the endpoints $q = 0$ and $q = 1/2$ the two sides agree, which is why both are excluded.

Since $1 - 2q$ is positive in this range, it is also the modulus of the amplitude. Hence $|S| = 1 - 2q < \cos(q\pi) = \cos(mt)$, while $mt = q\pi < \pi/2$. The proof of `cosine_bound_fails` rewrites the product $mt$ and the modulus in this way and then applies `chord_lt_cos`.

## From the family to the refutation

Setting $q = 1/4$ and $\varepsilon = 1$ gives $m = 1/4$, $t = \pi$, $|S(\pi)| = 1/2$ and $mt = \pi/4$. The cosine is $\cos(\pi/4) = \sqrt2/2 \approx 0.707$, well above $1/2$. In `explicit_counterexample` the weight $3/4$ is rewritten as $1 - 1/4$, so that the general lemmas apply; the last inequality comes from `chord_lt_cos` at $q = 1/4$, without evaluating the cosine.

The proof of `not_cosine_bound` assumes the proposal as `H` and applies it to this state. The weights and energies are nonnegative, the weights sum to one, and $\pi/4 \le \pi/2$, so `H` would give $\cos(\pi/4) \le 1/2$. This contradicts the inequality just established.

## A ceiling for every bound that depends only on $mt$

Let $f$ be a function with $f(mt) \le |S(t)|$ for all the two-level states considered, and fix $x$ with $0 \le x \le \pi/2$. Choose

$$
q = \frac{x}{\pi}, \qquad \varepsilon = 1, \qquad t = \pi .
$$

Then $0 \le q \le 1/2$, $mt = x$ and $|S(\pi)| = 1 - 2q = 1 - 2x/\pi$. The assumption on $f$ at this one state is the claim. The proof of `universal_bound_le_chord` makes exactly this choice, with the time written as `π / 1` to match the half-period lemma. Here the endpoints are allowed, because no strict inequality is needed.

## The linear lower bound

The starting point is that $\cos y \ge 1 - y$ for $y \ge 0$. For $0 \le y \le 2$ we have $y^2/2 \le y$, and therefore

$$
\cos y \ge 1 - \frac{y^2}{2} \ge 1 - y .
$$

For $y \ge 2$ the right-hand side is at most $-1$, and the cosine is never smaller than that. These are the two cases of `hcos` in the proof of `linear_bound`.

Now put $y = E_jt$, which is nonnegative because $E_j \ge 0$ and $t \ge 0$. Multiplying by $p_j \ge 0$ and summing gives

$$
1 - mt = \sum_j p_j(1 - E_jt) \le \sum_j p_j\cos(E_jt) = \operatorname{Re} S(t) \le |S(t)| .
$$

The first equality uses $\sum_j p_j = 1$. The second holds because the real part of $e^{-iE_jt}$ is $\cos(E_jt)$; this is the step `hre`. The last inequality holds because a complex number's real part cannot exceed its modulus. The `calc` block in Lean is this chain, line by line.

## What can fail with negative energies

Without the condition $E_j \ge 0$ the linear bound can fail. A single level of energy $-1$ has $|S(t)| = 1$, whereas $1 - mt = 1 + t$ is larger than one for $t > 0$. The bound can also fail when the mean energy is zero. Take weights $1/2$ and $1/2$ on energies $-1$ and $1$. Then $m = 0$ and

$$
S(t) = \tfrac12 e^{it} + \tfrac12 e^{-it} = \cos t .
$$

At $t = \pi/2$ the amplitude vanishes, whereas $1 - mt = 1$. The positive and negative energies cancel in the mean but not in the dynamics. Moving the zero of energy to the lower level turns the energies into $0$ and $2$ and the mean into $1$. The bound at $t = \pi/2$ then reads $0 \ge 1 - \pi/2$, which is true.
